# For $k\le n$, a $k$-body interaction summed over all $n$-electron configurations of $N$ spin orbitals is $\binom{N-k}{n-k}$ times its total over $k$-orbital sets

To find the average repulsion energy among the five electrons of a $d^5$ configuration, one can replace the sum over its 252 determinants by a sum over the 45 pairs of spin orbitals in the shell. The pair sum is multiplied by $\binom{5}{2}/\binom{10}{2}=2/9$. This weight follows from counting how many of the determinants contain a given pair, and the same count works for interactions among any number $k$ of electrons.

## Configurations as sets of occupied spin orbitals

Let $\Omega$ be a finite set of $N$ spin orbitals. An $n$-electron configuration, in the sense of a single determinant, is a subset $S\subseteq\Omega$ with $|S|=n$. In Lean the orbitals are elements of a type `α`, both $\Omega$ and $S$ are of type `Finset α`, and $N$ is `Ω.card`.

```lean
import Mathlib

open Finset

namespace KBodyConfigurationAverage

noncomputable section

variable {α : Type*} [DecidableEq α]
```

A $k$-body interaction assigns a real number $f(T)$ to each set $T$ of $k$ orbitals. Its energy in the configuration $S$ is

$$E_k(S)=\sum_{T\subseteq S,\ |T|=k} f(T).$$

For $k=2$, $f(\{i,j\})$ can be the Coulomb integral minus the exchange integral of two spin orbitals. The function $f$ is the same for every $S$, so the orbitals do not relax when the occupation changes. Only diagonal energies enter; couplings between determinants are not represented. In Lean, `S.powersetCard k` is the collection of $k$-element subsets of $S$. Although `f` is defined on all finite sets, only its values on these subsets are used.

```lean
/-- The energy of a `k`-body interaction `f` in the configuration `S`: the sum of `f` over
all `k`-element sets of occupied spin orbitals. -/
def interactionEnergy (k : ℕ) (f : Finset α → ℝ) (S : Finset α) : ℝ :=
  ∑ T ∈ S.powersetCard k, f T
```

The configuration average gives every placement of the $n$ electrons equal weight:

$$\langle E\rangle_n=\binom{N}{n}^{-1}\sum_{S\subseteq\Omega,\ |S|=n}E(S).$$

```lean
/-- The average of a configuration energy `E` over all ways of placing `n` electrons in the
spin orbitals `Ω`. -/
def configurationAverage (Ω : Finset α) (n : ℕ) (E : Finset α → ℝ) : ℝ :=
  (∑ S ∈ Ω.powersetCard n, E S) / (Ω.card.choose n : ℝ)
```

## Configurations that contain a fixed cluster

Fix $T\subseteq\Omega$ with $|T|\le n$. A configuration $S\supseteq T$ is determined by its remaining electrons, $U=S\setminus T$, which occupy $n-|T|$ of the $N-|T|$ orbitals outside $T$. Conversely, each such $U$ gives back $S=U\cup T$. There are therefore

$$\binom{N-|T|}{n-|T|}$$

configurations containing $T$.

The proof passes these two maps to `Finset.card_bij'`. Its four goals say that each map lands in the right collection and that each undoes the other.

```lean
/-- The number of `n`-electron configurations in which all orbitals of a given set `T` are
occupied is the number of ways to place the other electrons in the other orbitals. -/
theorem card_configurations_containing (Ω T : Finset α) (n : ℕ) (hT : T ⊆ Ω)
    (hn : T.card ≤ n) :
    ((Ω.powersetCard n).filter (fun S => T ⊆ S)).card
      = (Ω.card - T.card).choose (n - T.card) := by
  have hc : (Ω \ T).card = Ω.card - T.card := by
    have := Finset.card_sdiff_add_card_eq_card hT
    omega
  rw [← hc, ← Finset.card_powersetCard]
  -- remove the orbitals of `T`, or put them back
  refine Finset.card_bij' (fun S _ => S \ T) (fun U _ => U ∪ T) ?_ ?_ ?_ ?_
  · intro S hS
    simp only [Finset.mem_filter, Finset.mem_powersetCard] at hS ⊢
    obtain ⟨⟨h1, h2⟩, h3⟩ := hS
    have := Finset.card_sdiff_add_card_eq_card h3
    exact ⟨Finset.sdiff_subset_sdiff h1 (Finset.Subset.refl _), by omega⟩
  · intro U hU
    simp only [Finset.mem_filter, Finset.mem_powersetCard] at hU ⊢
    obtain ⟨h1, h2⟩ := hU
    have hd : Disjoint U T := Finset.disjoint_of_subset_left h1 Finset.sdiff_disjoint
    have := Finset.card_union_of_disjoint hd
    exact ⟨⟨Finset.union_subset (h1.trans Finset.sdiff_subset) hT, by omega⟩,
      Finset.subset_union_right⟩
  · intro S hS
    exact Finset.sdiff_union_of_subset (Finset.mem_filter.mp hS).2
  · intro U hU
    have h1 := (Finset.mem_powersetCard.mp hU).1
    ext x
    have hx : x ∈ U → x ∉ T := fun h => (Finset.mem_sdiff.mp (h1 h)).2
    simp only [Finset.mem_sdiff, Finset.mem_union]
    tauto
```

## Exchanging the two sums

The sum over configurations runs over pairs $T\subseteq S$. Taking $T$ first gives

$$\sum_{|S|=n}\ \sum_{T\subseteq S,\ |T|=k}f(T)=\sum_{|T|=k}f(T)\,\#\{S: |S|=n,\ T\subseteq S\}=\binom{N-k}{n-k}\sum_{|T|=k}f(T),$$

where all sets lie in $\Omega$.

The hypothesis `hk` is $k\le n$. There is no need for $n\le N$: if $n>N$, both sides are zero. In the proof, `h` states that the two orders describe the same pairs, `Finset.sum_comm'` exchanges the sums, and the preceding count evaluates the inner sum, whose terms all equal $f(T)$.

```lean
/-- Summed over all `n`-electron configurations of `N` spin orbitals, the energy of a `k`-body
interaction is `C(N-k, n-k)` times the sum of the interaction over all `k`-element sets of
orbitals. -/
theorem sum_interactionEnergy (Ω : Finset α) (f : Finset α → ℝ) {k n : ℕ} (hk : k ≤ n) :
    ∑ S ∈ Ω.powersetCard n, interactionEnergy k f S
      = ((Ω.card - k).choose (n - k) : ℝ) * ∑ T ∈ Ω.powersetCard k, f T := by
  unfold interactionEnergy
  -- sum first over the configurations that contain a fixed `T`
  have h : ∀ S T : Finset α, S ∈ Ω.powersetCard n ∧ T ∈ S.powersetCard k ↔
      S ∈ (Ω.powersetCard n).filter (fun S => T ⊆ S) ∧ T ∈ Ω.powersetCard k := by
    intro S T
    simp only [Finset.mem_powersetCard, Finset.mem_filter]
    constructor
    · rintro ⟨⟨a, b⟩, c, d⟩
      exact ⟨⟨⟨a, b⟩, c⟩, c.trans a, d⟩
    · rintro ⟨⟨⟨a, b⟩, c⟩, _, d⟩
      exact ⟨⟨a, b⟩, c, d⟩
  rw [Finset.sum_comm' h, Finset.mul_sum]
  refine Finset.sum_congr rfl fun T hT => ?_
  obtain ⟨hT1, hT2⟩ := Finset.mem_powersetCard.mp hT
  rw [Finset.sum_const, card_configurations_containing Ω T n hT1 (by omega), hT2,
    nsmul_eq_mul]
```

## The binomial identity from a unit interaction

Set $f(T)=1$. Each $n$-electron configuration then has energy $\binom{n}{k}$, and the total over $k$-element sets is $\binom{N}{k}$. For $k\le n$, the previous result becomes

$$\binom{N}{n}\binom{n}{k}=\binom{N-k}{n-k}\binom{N}{k}.$$

The Lean statement writes this as an equation between real numbers, ready for division. In its proof, `h2` replaces the energy of each configuration by $\binom{n}{k}$.

```lean
/-- Counting pairs of an `n`-electron configuration and a `k`-element set of its occupied
orbitals in two ways gives `C(N,n) C(n,k) = C(N-k,n-k) C(N,k)`. -/
theorem choose_double_count (Ω : Finset α) {k n : ℕ} (hk : k ≤ n) :
    (Ω.card.choose n : ℝ) * (n.choose k : ℝ)
      = ((Ω.card - k).choose (n - k) : ℝ) * (Ω.card.choose k : ℝ) := by
  -- the unit interaction counts the `k`-element sets
  have h := sum_interactionEnergy Ω (fun _ => (1 : ℝ)) hk
  have h2 : ∑ S ∈ Ω.powersetCard n, interactionEnergy k (fun _ => (1 : ℝ)) S
      = ∑ _S ∈ Ω.powersetCard n, (n.choose k : ℝ) :=
    Finset.sum_congr rfl fun S hS => by
      simp [interactionEnergy, (Finset.mem_powersetCard.mp hS).2]
  rw [h2] at h
  simpa only [Finset.sum_const, Finset.card_powersetCard, nsmul_eq_mul, mul_one] using h
```

## The average of one interaction

Now let $k\le n\le N$, so that $\binom{N}{n}$ and $\binom{N}{k}$ are nonzero. Dividing the summed energy by the number of configurations and using the binomial identity gives

$$\langle E_k\rangle_n=\frac{\binom{N-k}{n-k}}{\binom{N}{n}}\sum_{|T|=k}f(T)=\frac{\binom{n}{k}}{\binom{N}{k}}\sum_{|T|=k}f(T).$$

The ratio is the fraction of configurations in which a given set of $k$ orbitals is fully occupied. For $k=1$ it is the mean occupation $n/N$.

The proof records the two nonzero denominators as `hN` and `hK`, solves the identity for $\binom{N-k}{n-k}$ in `hc`, and cancels with `field_simp`.

```lean
/-- The configuration average of a `k`-body interaction for `n` electrons in `N` spin orbitals
is `C(n,k) / C(N,k)` times the sum of the interaction over all `k`-element sets of orbitals. -/
theorem configurationAverage_interactionEnergy (Ω : Finset α) (f : Finset α → ℝ) {k n : ℕ}
    (hk : k ≤ n) (hn : n ≤ Ω.card) :
    configurationAverage Ω n (interactionEnergy k f)
      = (n.choose k : ℝ) / (Ω.card.choose k : ℝ) * ∑ T ∈ Ω.powersetCard k, f T := by
  have hN : (Ω.card.choose n : ℝ) ≠ 0 := by
    exact_mod_cast (Nat.choose_pos hn).ne'
  have hK : (Ω.card.choose k : ℝ) ≠ 0 := by
    exact_mod_cast (Nat.choose_pos (hk.trans hn)).ne'
  have hc : ((Ω.card - k).choose (n - k) : ℝ)
      = (Ω.card.choose n : ℝ) * (n.choose k : ℝ) / (Ω.card.choose k : ℝ) :=
    (eq_div_iff hK).mpr (choose_double_count Ω hk).symm
  unfold configurationAverage
  rw [sum_interactionEnergy Ω f hk, hc]
  field_simp
```

## Energies with several interaction orders

An energy may contain a constant, one-body terms, two-body terms and so on up to $K$-body terms, with a separate function $f_k$ for each order. For $K\le n\le N$, linearity of the average gives

$$\left\langle\sum_{k=0}^{K}E_k\right\rangle_n=\sum_{k=0}^{K}\frac{\binom{n}{k}}{\binom{N}{k}}\sum_{|T|=k}f_k(T).$$

The $k=0$ term is the constant $f_0(\varnothing)$, with weight one. With $K=2$ this is the average energy of an open shell with at least two electrons, for fixed orbitals and with the effect of any closed core absorbed into the constant and one-body terms.

In Lean, `range (K + 1)` lists the orders $0,\dots,K$. The proof exchanges the sum over orders with the sum over configurations, then applies the single-order average to each term.

```lean
/-- For an energy made of zero-body up to `K`-body interactions, with `K ≤ n`, the
configuration average is the sum of the `k`-body totals weighted by `C(n,k) / C(N,k)`. -/
theorem configurationAverage_manyBody (Ω : Finset α) (f : ℕ → Finset α → ℝ) {K n : ℕ}
    (hK : K ≤ n) (hn : n ≤ Ω.card) :
    configurationAverage Ω n (fun S => ∑ k ∈ range (K + 1), interactionEnergy k (f k) S)
      = ∑ k ∈ range (K + 1),
          (n.choose k : ℝ) / (Ω.card.choose k : ℝ) * ∑ T ∈ Ω.powersetCard k, f k T := by
  unfold configurationAverage
  rw [Finset.sum_comm, Finset.sum_div]
  refine Finset.sum_congr rfl fun k hk => ?_
  have hk' : k ≤ n := by
    have := Finset.mem_range.mp hk
    omega
  exact configurationAverage_interactionEnergy Ω (f k) hk' hn
```

## Interactions among the holes

The same interaction can be evaluated on the empty orbitals $\Omega\setminus S$. A fixed set $T$ of $k$ orbitals is empty exactly when all $n$ electrons lie in the other $N-k$ orbitals, which happens in $\binom{N-k}{n}$ configurations. Hence

$$\sum_{|S|=n}E_k(\Omega\setminus S)=\binom{N-k}{n}\sum_{|T|=k}f(T).$$

No relation between $k$ and $n$ is assumed. If $n+k>N$, there are too few empty orbitals to hold $T$, and both sides vanish.

The proof again exchanges the sums. The configurations that leave $T$ empty are already the $n$-element subsets of $\Omega\setminus T$, so `Finset.card_powersetCard` counts them without a new bijection.

```lean
/-- Summed over all `n`-electron configurations, a `k`-body interaction among the empty
orbitals gives `C(N-k, n)` times its sum over all `k`-element sets of orbitals. -/
theorem sum_interactionEnergy_holes (Ω : Finset α) (f : Finset α → ℝ) (k n : ℕ) :
    ∑ S ∈ Ω.powersetCard n, interactionEnergy k f (Ω \ S)
      = ((Ω.card - k).choose n : ℝ) * ∑ T ∈ Ω.powersetCard k, f T := by
  unfold interactionEnergy
  -- `T` is empty in `S` exactly when `S` is built from the orbitals outside `T`
  have h : ∀ S T : Finset α, S ∈ Ω.powersetCard n ∧ T ∈ (Ω \ S).powersetCard k ↔
      S ∈ (Ω \ T).powersetCard n ∧ T ∈ Ω.powersetCard k := by
    intro S T
    simp only [Finset.mem_powersetCard, Finset.subset_sdiff]
    constructor
    · rintro ⟨⟨a, b⟩, ⟨c, d⟩, e⟩
      exact ⟨⟨⟨a, d.symm⟩, b⟩, c, e⟩
    · rintro ⟨⟨⟨a, d⟩, b⟩, c, e⟩
      exact ⟨⟨a, b⟩, ⟨c, d.symm⟩, e⟩
  rw [Finset.sum_comm' h, Finset.mul_sum]
  refine Finset.sum_congr rfl fun T hT => ?_
  obtain ⟨hT1, hT2⟩ := Finset.mem_powersetCard.mp hT
  have hc : (Ω \ T).card = Ω.card - k := by
    have := Finset.card_sdiff_add_card_eq_card hT1
    omega
  rw [Finset.sum_const, Finset.card_powersetCard, hc, nsmul_eq_mul]

end

end KBodyConfigurationAverage
```

```lean
#print axioms KBodyConfigurationAverage.configurationAverage_interactionEnergy
-- 'KBodyConfigurationAverage.configurationAverage_interactionEnergy' depends on axioms: [propext, Classical.choice, Quot.sound]
#print axioms KBodyConfigurationAverage.configurationAverage_manyBody
-- 'KBodyConfigurationAverage.configurationAverage_manyBody' depends on axioms: [propext, Classical.choice, Quot.sound]
#print axioms KBodyConfigurationAverage.sum_interactionEnergy_holes
-- 'KBodyConfigurationAverage.sum_interactionEnergy_holes' depends on axioms: [propext, Classical.choice, Quot.sound]
```
